# For any fixed number of McWeeny steps, some occupation that starts below 1/2 ends above 0.49

McWeeny purification maps an occupation number x to 3x² − 2x³, and here it acts on a single real number, with no density matrix in the statement. The theorem `worst_level` says that for every number of steps n and every ε > 0 there is a starting occupation in [0, 1/2) whose value after n steps is greater than 1/2 − ε. The starting occupation may depend on both n and ε. The proof takes from `stuck_near_half` a distance d such that any start within d of 1/2 ends within ε of 1/2, and then chooses the larger of 0 and 1/2 − d/2 as the start.

In Lean, a first try:

```lean
import Mathlib

open Filter Topology Set

namespace WorstLevel

noncomputable section

/-- One McWeeny purification step acting on an occupation number `x`. -/
def purify (x : ℝ) : ℝ := 3 * x ^ 2 - 2 * x ^ 3

/-- After any number `n` of steps, levels close enough to `1/2` still have an occupation
within `ε > 0` of `1/2`. -/
theorem stuck_near_half (n : ℕ) {ε : ℝ} (hε : 0 < ε) :
    ∃ d > 0, ∀ x : ℝ, |x - 1 / 2| < d → |purify^[n] x - 1 / 2| < ε := by
  have hc : Continuous purify := by
    unfold purify
    fun_prop
  have hfix : purify^[n] (1 / 2) = 1 / 2 :=
    Function.iterate_fixed (by norm_num [purify]) n
  obtain ⟨d, hd, h⟩ := Metric.continuous_iff.mp (hc.iterate n) (1 / 2) ε hε
  refine ⟨d, hd, fun x hx => ?_⟩
  have h1 := h x (by rw [Real.dist_eq]; exact hx)
  rwa [Real.dist_eq, hfix] at h1

/-- After any number `n` of steps, some level in `[0, 1/2)` still has an occupation
above `1/2 - ε`, however small `ε > 0` is. -/
theorem worst_level (n : ℕ) {ε : ℝ} (hε : 0 < ε) :
    ∃ x ∈ Ico (0 : ℝ) (1 / 2), 1 / 2 - ε < purify^[n] x := by
  obtain ⟨d, hd, h⟩ := stuck_near_half n hε
  have hlt : max 0 (1 / 2 - d / 2) < 1 / 2 := max_lt (by norm_num) (by linarith)
  have hge : 1 / 2 - d / 2 ≤ max 0 (1 / 2 - d / 2) := le_max_right _ _
  refine ⟨max 0 (1 / 2 - d / 2), ⟨le_max_left _ _, hlt⟩, ?_⟩
  have h1 := abs_lt.mp (h _ (abs_lt.mpr ⟨by linarith, by linarith⟩))
  linarith [h1.1]

end

end WorstLevel
```

Lean reports:

```
Main.lean:34:44: error: linarith failed to find a contradiction
n : ℕ
ε : ℝ
hε : 0 < ε
d : ℝ
hd : d > 0
h : ∀ (x : ℝ), |x - 1 / 2| < d → |purify^[n] x - 1 / 2| < ε
hlt : max 0 (1 / 2 - d / 2) < 1 / 2
hge : 1 / 2 - d / 2 ≤ max 0 (1 / 2 - d / 2)
a✝ : ?m.207 - 1 / 2 ≤ -d
⊢ False
failed
Main.lean:34:57: error: linarith failed to find a contradiction
n : ℕ
ε : ℝ
hε : 0 < ε
d : ℝ
hd : d > 0
h : ∀ (x : ℝ), |x - 1 / 2| < d → |purify^[n] x - 1 / 2| < ε
hlt : max 0 (1 / 2 - d / 2) < 1 / 2
hge : 1 / 2 - d / 2 ≤ max 0 (1 / 2 - d / 2)
a✝ : d ≤ ?m.207 - 1 / 2
⊢ False
failed
Main.lean:29:59: error: unsolved goals
n : ℕ
ε : ℝ
hε : 0 < ε
d : ℝ
hd : d > 0
h : ∀ (x : ℝ), |x - 1 / 2| < d → |purify^[n] x - 1 / 2| < ε
hlt : max 0 (1 / 2 - d / 2) < 1 / 2
hge : 1 / 2 - d / 2 ≤ max 0 (1 / 2 - d / 2)
⊢ 1 / 2 - ε < purify^[n] (max 0 (1 / 2 - d / 2))
Error in Linarith.normalizeDenominatorsLHS: Expr.rewrite may not produce subgoals.
Error in Linarith.normalizeDenominatorsLHS: Expr.rewrite may not produce subgoals.
```

Lean accepts the file once it reads:

```diff
@@ -32,5 +32,6 @@
   have hge : 1 / 2 - d / 2 ≤ max 0 (1 / 2 - d / 2) := le_max_right _ _
   refine ⟨max 0 (1 / 2 - d / 2), ⟨le_max_left _ _, hlt⟩, ?_⟩
-  have h1 := abs_lt.mp (h _ (abs_lt.mpr ⟨by linarith, by linarith⟩))
+  have h1 := abs_lt.mp (h (max 0 (1 / 2 - d / 2))
+    (abs_lt.mpr ⟨by linarith, by linarith⟩))
   linarith [h1.1]
 
```

What went wrong. The first two errors come from the underscore in `h _ (...)`. It leaves Lean to work out which occupation `h` is applied to, but nothing in that line settles it, so both `linarith` calls meet the unknown `?m.207`. The facts `hlt` and `hge` concern `max 0 (1 / 2 - d / 2)`, and `linarith` does not guess that the unknown stands for this number. The two closing lines about `Linarith.normalizeDenominatorsLHS` fit this: a rewrite used in clearing denominators left subgoals, as can happen when a term still contains an unknown.

The "unsolved goals" error is a consequence. `h1` is missing from its context, so the bound needed for the last step was never obtained.

The diff's one change is to write `max 0 (1 / 2 - d / 2)` in place of the underscore. The two inequalities are then about the number in `hlt` and `hge`, and with `hd` they follow by linear arithmetic. `h1` now holds for the chosen start, and its first half gives the final bound.
